# Coupling over gap bounds the first-order Schrieffer–Wolff generator between separated energy blocks

When high-energy states are eliminated from a Hubbard cluster, each matrix element of the first-order generator between unperturbed energy eigenstates is a coupling divided by an energy difference. Small elements do not ensure a small generator, because many of them can add up. Estimating the operator norm through the sum of squared elements costs a factor of up to the square root of the smaller block dimension, which grows exponentially with the number of sites in a half-filled Hubbard cluster. For energy blocks separated by a gap, the bound below has no such factor, although the norm of the coupling can itself grow with the cluster.

## From the commutator to a bound on one block

Let $A$ and $B$ be the low- and high-energy blocks of the unperturbed Hamiltonian $H_0$, and let $Y$ be the block of the coupling $V$ that leads from low to high energy. Only the part of the coupling that connects the two blocks is kept in $V$; in Hubbard clusters larger than the dimer, hopping also acts within the high-energy block, and that part is left out here. With Hermitian $A$ and $B$, write

$$H_0=\begin{pmatrix}A&0\\0&B\end{pmatrix},\quad V=\begin{pmatrix}0&Y^\dagger\\Y&0\end{pmatrix},\quad S=\begin{pmatrix}0&-X^\dagger\\X&0\end{pmatrix}.$$

The transformation $e^S(H_0+V)e^{-S}$ loses its first-order coupling if $[S,H_0]=-V$. The lower-left block of this condition is $XA-BX=-Y$, or

$$BX-XA=Y,$$

and the upper-right block is its adjoint.

Let $a$ be an upper bound on the low energies and $b>a$ a lower bound on the high ones:

$$\mathrm{Re}\langle v,Av\rangle\le a\|v\|^2,\qquad \mathrm{Re}\langle w,Bw\rangle\ge b\|w\|^2.$$

The claim is $\|X\|\le\|Y\|/(b-a)$.

Moving the zero of energy by a real number $T$ leaves the equation unchanged, since $TX$ cancels:

$$(T+B)X=Y+X(T+A).$$

For the high block, the Cauchy–Schwarz inequality gives

$$(b+T)\|w\|^2\le\mathrm{Re}\langle w,(T+B)w\rangle\le\|w\|\,\|(T+B)w\|,$$

so $\|(T+B)w\|\ge(b+T)\|w\|$; for $w=0$ this is trivial.

For the low block, fix $\varepsilon>0$ and choose $T\ge0$ so large that $a+T>0$ and $2T\varepsilon\ge\|A\|^2$. Then

$$\begin{aligned}\|(T+A)v\|^2&=T^2\|v\|^2+2T\,\mathrm{Re}\langle v,Av\rangle+\|Av\|^2\\&\le(T^2+2Ta+2T\varepsilon)\|v\|^2\le(a+T+\varepsilon)^2\|v\|^2.\end{aligned}$$

Applying both estimates to the shifted equation gives

$$(b+T)\|Xv\|\le\|Yv\|+\|X(T+A)v\|\le\bigl(\|Y\|+\|X\|(a+T+\varepsilon)\bigr)\|v\|.$$

Taking the supremum over unit vectors $v$ and cancelling $T\|X\|$ leaves $(b-a)\|X\|\le\|Y\|+\varepsilon\|X\|$. Letting $\varepsilon\to0$ proves the claim.

For a state $\psi=(\psi_1,\psi_2)$ with low- and high-energy components,

$$\|S\psi\|^2=\|X^\dagger\psi_2\|^2+\|X\psi_1\|^2\le\|X\|^2\|\psi\|^2,$$

so $S$ obeys the same bound.

## The Hubbard dimer

In the smallest case each block is a single level, and $X=Y/(B-A)$ is an ordinary energy denominator.

The half-filled two-site Hubbard model, with hopping $t>0$ and repulsion $U>0$, is nearly as simple. Singly occupied states have interaction energy $0$ and doubly occupied ones $U$, so $A=0$, $B=U$ and $X=Y/U$. At zero total spin projection and in the basis of site occupations, $Y$ is a $2\times2$ matrix whose elements all have magnitude $t$. It couples only the singlet, with strength $2t$, so $\|Y\|=2t$ and $\|X\|=2t/U$, twice the size of any single element of $X$. The second-order singlet shift is $-\|Y\|^2/U=-4t^2/U$, whose magnitude is the familiar exchange energy.

## Energy bounds as quadratic forms

The spaces `E` and `F` hold the low- and high-energy states. They are complex inner product spaces of any dimension.

```lean
import Mathlib

open Matrix
open ContinuousLinearMap (adjoint)
open scoped ComplexOrder Matrix.Norms.L2Operator

namespace GeneratorNormBound

noncomputable section

variable {E F : Type*} [NormedAddCommGroup E] [InnerProductSpace ℂ E]
  [NormedAddCommGroup F] [InnerProductSpace ℂ F]
```

The type `E →L[ℂ] E` contains bounded operators, so an untruncated boson mode with unbounded energy does not fit. Hermiticity is not required.

```lean
/-- The real part of the quadratic form `⟨v, A v⟩`. -/
def expectation (A : E →L[ℂ] E) (v : E) : ℝ := (inner ℂ v (A v)).re
```

Despite its name, `expectation` does not normalise the state. The physical mean energy of a nonzero `v` is `expectation A v` divided by $\|v\|^2$, which is why $\|v\|^2$ appears in every energy bound.

## Two estimates after an energy shift

The first lemma is the Cauchy–Schwarz estimate for the high block. The zero vector is treated separately, and the last line cancels one factor of $\|w\|$.

```lean
/-- If `B` lies above `b`, then `T + B` stretches every vector by at least `b + T`. -/
theorem shifted_lower {B : F →L[ℂ] F} {b : ℝ}
    (hB : ∀ w, b * ‖w‖ ^ 2 ≤ expectation B w) (T : ℝ) (w : F) :
    (b + T) * ‖w‖ ≤ ‖(T : ℂ) • w + B w‖ := by
  rcases (norm_nonneg w).eq_or_lt with h | h
  · rw [← h, mul_zero]
    exact norm_nonneg _
  have h0 : (inner ℂ w w).re = ‖w‖ ^ 2 := inner_self_eq_norm_sq (𝕜 := ℂ) w
  have e : (inner ℂ w ((T : ℂ) • w + B w)).re = T * ‖w‖ ^ 2 + expectation B w := by
    rw [inner_add_right, Complex.add_re, inner_smul_right, Complex.re_ofReal_mul, h0]
    rfl
  have c := (le_abs_self _).trans ((Complex.abs_re_le_norm _).trans
    (norm_inner_le_norm (𝕜 := ℂ) w ((T : ℂ) • w + B w)))
  exact le_of_mul_le_mul_left (by nlinarith [hB w]) h
```

The second lemma makes the choice $T=\|A\|^2/(2\varepsilon)+|a|+1$. It expands the square with `norm_add_sq`, and the final `nlinarith` combines the energy bound, the choice of $T$ and $(a+\varepsilon)^2\ge0$.

```lean
/-- If `A` lies below `a`, then for some shift `T > -a` the operator `T + A` stretches no vector
by more than `a + T + ε`, for any given `ε > 0`. -/
theorem shifted_upper {A : E →L[ℂ] E} {a ε : ℝ} (hε : 0 < ε)
    (hA : ∀ v, expectation A v ≤ a * ‖v‖ ^ 2) :
    ∃ T : ℝ, 0 < a + T ∧ ∀ v, ‖(T : ℂ) • v + A v‖ ≤ (a + T + ε) * ‖v‖ := by
  have q : 0 ≤ ‖A‖ ^ 2 / (2 * ε) := by positivity
  obtain ⟨T, hT⟩ : ∃ T, T = ‖A‖ ^ 2 / (2 * ε) + |a| + 1 := ⟨_, rfl⟩
  have hp : 0 < a + T := by linarith [neg_abs_le a]
  have hT0 : 0 ≤ T := by linarith [abs_nonneg a]
  have hTA : ‖A‖ ^ 2 ≤ T * (2 * ε) :=
    (div_le_iff₀ (by positivity)).1 (by linarith [abs_nonneg a])
  refine ⟨T, hp, fun v => ?_⟩
  have hn : ‖(T : ℂ) • v + A v‖ ^ 2 = ‖(T : ℂ) • v‖ ^ 2
      + 2 * (inner ℂ ((T : ℂ) • v) (A v)).re + ‖A v‖ ^ 2 := norm_add_sq (𝕜 := ℂ) _ _
  have h1 : (inner ℂ ((T : ℂ) • v) (A v)).re = T * expectation A v := by
    rw [inner_smul_left, Complex.conj_ofReal, Complex.re_ofReal_mul]
    rfl
  have h2 : ‖(T : ℂ) • v‖ ^ 2 = T ^ 2 * ‖v‖ ^ 2 := by
    rw [norm_smul, Complex.norm_real, mul_pow, Real.norm_eq_abs, sq_abs]
  have h3 := pow_le_pow_left₀ (norm_nonneg _) (A.le_opNorm v) 2
  refine (sq_le_sq₀ (norm_nonneg _) (mul_nonneg (by linarith) (norm_nonneg _))).1 ?_
  rw [hn, h1, h2]
  nlinarith [mul_le_mul_of_nonneg_left (hA v) hT0,
    mul_le_mul_of_nonneg_right hTA (sq_nonneg ‖v‖),
    mul_nonneg (sq_nonneg (a + ε)) (sq_nonneg ‖v‖)]
```

## The bound for operators

The hypotheses `hA`, `hB` and `hab` say that the low energies end at or below `a`, the high energies start at or above `b`, and a gap lies between. The hypothesis `h` is the block equation; `X` is given, and its existence is not asserted.

```lean
/-- Coupling over gap: if `A` lies below `a`, `B` lies above `b > a` and `B X - X A = Y`, then
`‖X‖ ≤ ‖Y‖ / (b - a)` in operator norm. -/
theorem norm_le_coupling_div_gap {A : E →L[ℂ] E} {B : F →L[ℂ] F} {X Y : E →L[ℂ] F} {a b : ℝ}
    (hab : a < b) (hA : ∀ v, expectation A v ≤ a * ‖v‖ ^ 2)
    (hB : ∀ w, b * ‖w‖ ^ 2 ≤ expectation B w) (h : B.comp X - X.comp A = Y) :
    ‖X‖ ≤ ‖Y‖ / (b - a) := by
  rw [le_div_iff₀ (sub_pos.2 hab)]
  refine le_of_forall_pos_le_add fun δ hδ => ?_
  obtain ⟨ε, hε, he⟩ : ∃ ε : ℝ, 0 < ε ∧ ε * (‖X‖ + 1) = δ :=
    ⟨δ / (‖X‖ + 1), by positivity, div_mul_cancel₀ _ (by positivity)⟩
  obtain ⟨T, hT, hv⟩ := shifted_upper hε hA
  have hb : 0 < b + T := by linarith
  have hc : 0 ≤ a + T + ε := by linarith
  have key : ‖X‖ ≤ (‖Y‖ + ‖X‖ * (a + T + ε)) / (b + T) := by
    refine X.opNorm_le_bound (by positivity) fun v => ?_
    rw [div_mul_eq_mul_div, le_div_iff₀ hb]
    -- the equation is unchanged when both blocks are shifted by `T`
    have e : (T : ℂ) • X v + B (X v) = Y v + X ((T : ℂ) • v + A v) := by
      rw [← h, map_add, map_smul]
      change _ = (B (X v) - X (A v)) + _
      abel
    have l := shifted_lower hB T (X v)
    rw [e] at l
    linarith [norm_add_le (Y v) (X ((T : ℂ) • v + A v)), Y.le_opNorm v,
      X.le_opNorm ((T : ℂ) • v + A v), mul_le_mul_of_nonneg_left (hv v) (norm_nonneg X)]
  rw [le_div_iff₀ hb] at key
  linarith
```

The identity `e` is the shifted equation applied to `v`, and `opNorm_le_bound` takes the supremum. The limit $\varepsilon\to0$ is replaced by an arbitrary error $\delta=\varepsilon(\|X\|+1)$, which also works when $X=0$.

When each block is a single degenerate level, as in the dimer, the bound becomes an equality. The constant is therefore the best possible.

```lean
/-- For two flat levels `A = a` and `B = b` with `a < b`, the coupling norm is exactly the gap
times `‖X‖`. -/
theorem flat_levels_equality (X : E →L[ℂ] F) {a b : ℝ} (hab : a < b) :
    ‖((b : ℂ) • ContinuousLinearMap.id ℂ F).comp X
      - X.comp ((a : ℂ) • ContinuousLinearMap.id ℂ E)‖ = (b - a) * ‖X‖ := by
  have h : ((b : ℂ) • ContinuousLinearMap.id ℂ F).comp X
      - X.comp ((a : ℂ) • ContinuousLinearMap.id ℂ E) = ((b - a : ℝ) : ℂ) • X := by
    ext u
    simp [sub_smul]
  rw [h, norm_smul, Complex.norm_real, Real.norm_of_nonneg (sub_pos.2 hab).le]
```

## The full generator

`WithLp 2 (E × F)` is the orthogonal sum of the two sectors. Completeness is assumed here to provide the adjoint. The state called $\psi$ above is `w` in the code.

```lean
/-- The generator with lower-left block `X` and upper-right block `-X†`. -/
def generator [CompleteSpace E] [CompleteSpace F] (X : E →L[ℂ] F)
    (w : WithLp 2 (E × F)) : WithLp 2 (E × F) :=
  WithLp.toLp 2 (-(adjoint X w.snd), X w.fst)
```

Since `generator` is defined as a function on states, its bound is stated for each state. The proof adds the squared norms of the two components.

```lean
/-- If `A` lies below `a`, `B` lies above `b > a` and `B X - X A = Y`, the generator built from
`X` stretches no state by more than `‖Y‖ / (b - a)`. -/
theorem generator_norm_le [CompleteSpace E] [CompleteSpace F] {A : E →L[ℂ] E} {B : F →L[ℂ] F}
    {X Y : E →L[ℂ] F} {a b : ℝ} (hab : a < b) (hA : ∀ v, expectation A v ≤ a * ‖v‖ ^ 2)
    (hB : ∀ w, b * ‖w‖ ^ 2 ≤ expectation B w) (h : B.comp X - X.comp A = Y)
    (w : WithLp 2 (E × F)) : ‖generator X w‖ ≤ ‖Y‖ / (b - a) * ‖w‖ := by
  have hS : ‖generator X w‖ ≤ ‖X‖ * ‖w‖ := by
    have h1 := (adjoint X).le_opNorm w.snd
    rw [LinearIsometryEquiv.norm_map] at h1
    have h2 := pow_le_pow_left₀ (norm_nonneg _) h1 2
    have h3 := pow_le_pow_left₀ (norm_nonneg _) (X.le_opNorm w.fst) 2
    refine (sq_le_sq₀ (norm_nonneg _) (by positivity)).1 ?_
    rw [mul_pow, WithLp.prod_norm_sq_eq_of_L2, WithLp.prod_norm_sq_eq_of_L2 w]
    change ‖-(adjoint X w.snd)‖ ^ 2 + ‖X w.fst‖ ^ 2 ≤ _
    rw [norm_neg]
    linarith
  exact hS.trans (mul_le_mul_of_nonneg_right
    (norm_le_coupling_div_gap hab hA hB h) (norm_nonneg _))
```

The passage from $[S,H_0]=-V$ to `h` was made above by hand and is not part of the Lean code. For bounded blocks with a gap, the theorem limits the size of the first-order rotation used to derive effective spin models, but not the error of truncating the effective Hamiltonian.

## Hermitian matrices

For a finite cluster, `act` turns a matrix into an operator between Euclidean spaces.

```lean
variable {m n : Type*} [Fintype m] [DecidableEq m] [Fintype n] [DecidableEq n]

/-- A matrix acting as an operator between Euclidean spaces. -/
def act (M : Matrix m n ℂ) : EuclideanSpace ℂ n →L[ℂ] EuclideanSpace ℂ m :=
  LinearMap.toContinuousLinearMap (Matrix.toEuclideanLin M)
```

The next lemma translates the matrix quadratic form into `expectation`.

```lean
/-- Subtracting `c` from a matrix lowers its quadratic form by `c ‖v‖²`. -/
theorem shifted_expectation (M : Matrix n n ℂ) (c : ℝ) (v : EuclideanSpace ℂ n) :
    (star v.ofLp ⬝ᵥ ((M - (c : ℂ) • 1) *ᵥ v.ofLp)).re
      = expectation (act M) v - c * ‖v‖ ^ 2 := by
  have h1 : expectation (act M) v = (star v.ofLp ⬝ᵥ (M *ᵥ v.ofLp)).re := by
    unfold expectation
    rw [EuclideanSpace.inner_eq_star_dotProduct, dotProduct_comm]
    rfl
  have h2 : (star v.ofLp ⬝ᵥ v.ofLp).re = ‖v‖ ^ 2 := by
    rw [dotProduct_comm, ← EuclideanSpace.inner_eq_star_dotProduct]
    exact inner_self_eq_norm_sq (𝕜 := ℂ) v
  rw [Matrix.sub_mulVec, Matrix.smul_mulVec, Matrix.one_mulVec, dotProduct_sub,
    dotProduct_smul, smul_eq_mul, Complex.sub_re, Complex.re_ofReal_mul, h1, h2]
```

In the matrix theorem, `PosSemidef` includes Hermiticity, so `A` and `B` are Hermitian with eigenvalues at most `a` and at least `b`. `X` and `Y` may be rectangular, and the norm is the largest singular value. The proof extracts the two energy bounds from positivity and applies the operator theorem.

```lean
/-- Matrix form: if `a - A` and `B - b` are positive semidefinite, `a < b` and `B X - X A = Y`,
then `‖X‖ ≤ ‖Y‖ / (b - a)` in operator norm. -/
theorem matrix_norm_le {A : Matrix n n ℂ} {B : Matrix m m ℂ} {X Y : Matrix m n ℂ} {a b : ℝ}
    (hab : a < b) (hA : ((a : ℂ) • 1 - A).PosSemidef) (hB : (B - (b : ℂ) • 1).PosSemidef)
    (h : B * X - X * A = Y) : ‖X‖ ≤ ‖Y‖ / (b - a) := by
  have key : ‖act X‖ ≤ ‖act Y‖ / (b - a) := by
    refine norm_le_coupling_div_gap (A := act A) (B := act B) hab (fun v => ?_) (fun w => ?_) ?_
    · have p := (Complex.le_def.1 (hA.dotProduct_mulVec_nonneg v.ofLp)).1
      rw [← neg_sub, Matrix.neg_mulVec, dotProduct_neg, Complex.neg_re,
        shifted_expectation, Complex.zero_re] at p
      linarith
    · have p := (Complex.le_def.1 (hB.dotProduct_mulVec_nonneg w.ofLp)).1
      rw [shifted_expectation, Complex.zero_re] at p
      linarith
    · ext1 v
      apply WithLp.ofLp_injective 2
      change B *ᵥ (X *ᵥ v.ofLp) - X *ᵥ (A *ᵥ v.ofLp) = Y *ᵥ v.ofLp
      rw [← h, Matrix.sub_mulVec, Matrix.mulVec_mulVec, Matrix.mulVec_mulVec]
  exact key
```

A concrete instance has low levels $-1,0$ and high levels $1,3$, with $a=0$ and $b=1$. For the $2\times2$ matrix $X$ with all entries one, $\|X\|=2$, while $\|Y\|/(b-a)\approx5.46$: levels away from the gap edges leave the bound some slack.

```lean
/-- The levels `-1, 0` and `1, 3` with `a = 0`, `b = 1` and an `X` with all entries one meet
the hypotheses of the matrix bound. -/
theorem matrix_norm_le_witness :
    (((0 : ℝ) : ℂ) • 1 - Matrix.diagonal ![(-1 : ℂ), 0]).PosSemidef ∧
    (Matrix.diagonal ![(1 : ℂ), 3] - ((1 : ℝ) : ℂ) • 1).PosSemidef ∧
    Matrix.diagonal ![(1 : ℂ), 3] * !![1, 1; 1, 1]
      - !![1, 1; 1, 1] * Matrix.diagonal ![(-1 : ℂ), 0] = !![2, 1; 4, 3] := by
  have h1 : ((0 : ℝ) : ℂ) • 1 - Matrix.diagonal ![(-1 : ℂ), 0]
      = Matrix.diagonal ![(1 : ℂ), 0] := by
    ext i j
    fin_cases i <;> fin_cases j <;> simp
  have h2 : Matrix.diagonal ![(1 : ℂ), 3] - ((1 : ℝ) : ℂ) • 1
      = Matrix.diagonal ![(0 : ℂ), 2] := by
    ext i j
    fin_cases i <;> fin_cases j <;> norm_num
  refine ⟨?_, ?_, ?_⟩
  · rw [h1]
    exact Matrix.PosSemidef.diagonal (by intro i; fin_cases i <;> simp)
  · rw [h2]
    exact Matrix.PosSemidef.diagonal (by intro i; fin_cases i <;> simp)
  · ext i j
    rw [Matrix.sub_apply, Matrix.diagonal_mul, Matrix.mul_diagonal]
    fin_cases i <;> fin_cases j <;> norm_num

end

end GeneratorNormBound
```

```lean
#print axioms GeneratorNormBound.norm_le_coupling_div_gap
#print axioms GeneratorNormBound.flat_levels_equality
#print axioms GeneratorNormBound.generator_norm_le
#print axioms GeneratorNormBound.matrix_norm_le
```

```
'GeneratorNormBound.norm_le_coupling_div_gap' depends on axioms: [propext, Classical.choice, Quot.sound]
'GeneratorNormBound.flat_levels_equality' depends on axioms: [propext, Classical.choice, Quot.sound]
'GeneratorNormBound.generator_norm_le' depends on axioms: [propext, Classical.choice, Quot.sound]
'GeneratorNormBound.matrix_norm_le' depends on axioms: [propext, Classical.choice, Quot.sound]
```
